# For a given plasma frequency, the gap and the mean transition frequency bound the dielectric constant of an undamped-oscillator insulator

Take two undamped oscillators, each of strength wp²/2, at frequencies m − d and m + d with 0 < d < m. Their static dielectric constant eps0 satisfies

eps0 − 1 = wp² (m² + d²)/(m² − d²)²

This is larger than wp²/m², the value with both oscillators at m, because the softer one gains more response than the stiffer one loses.

I believe this holds in general. For a finite, nonzero number of oscillators with strengths f_j > 0, total strength wp² = Σ f_j, frequencies w_j ≥ Eg > 0 and f-weighted mean frequency m, I expect

wp²/m² ≤ eps0 − 1 ≤ wp²/Eg²

with equality on the left exactly when all w_j coincide. Can this be proved with every assumption stated, and checked in Lean? Does it survive at nonzero frequency?

## Yes, at every frequency below the gap

Let ω be a real frequency with ω² < Eg², and let

eps(ω) = 1 + Σ f_j/(w_j² − ω²)

so that eps0 = eps(0). The bounds become

wp²/(m² − ω²) ≤ eps(ω) − 1 ≤ wp²/(Eg² − ω²)

### The linear term cancels at the mean frequency

Compare an oscillator at x with one at m. Write A = x² − ω² and B = m² − ω², both nonzero. Since A − B = (x − m)(x + m),

1/A − 1/B = −(x − m)(x + m)/(AB)

Adding 2m(x − m)/B² to both sides gives, on the right,

(x − m)[2mA − (x + m)B]/(AB²)

The square bracket equals (x − m)[m(2x + m) + ω²]. Hence

1/A = 1/B − 2m(x − m)/B² + R(x)

R(x) = (x − m)² [m(2x + m) + ω²]/(AB²)

This is a first-order expansion about m with its exact remainder. Now set x = w_j, multiply by f_j and sum. The definition m = Σ f_j w_j / wp² gives

Σ f_j (w_j − m) = wp² m − wp² m = 0

so the linear term disappears:

eps(ω) − 1 = wp²/(m² − ω²) + Σ f_j R(w_j)

Because Σ f_j w_j ≥ Eg wp², we have m ≥ Eg, so m and every w_j lie above |ω|. Each R(w_j) is then positive unless w_j = m, where it is zero. This proves the lower bound. Equality forces every w_j to equal m; conversely, if all w_j coincide, their common value is m and every remainder vanishes.

### The upper bound holds term by term

Since w_j² − ω² ≥ Eg² − ω² > 0,

f_j/(w_j² − ω²) ≤ f_j/(Eg² − ω²)

Summing gives the upper bound. If the sums are equal, each pair of terms is equal, so w_j² = Eg² and therefore w_j = Eg for every j. The converse is immediate.

### The Penn gap lies between Eg and m

Setting ω = 0 gives your static bounds. They also show eps0 − 1 > 0, so we may define

E_P = √(wp²/(eps0 − 1))

Then eps0 = 1 + wp²/E_P², and the static bounds rearrange to Eg² ≤ E_P² ≤ m². Taking positive roots gives Eg ≤ E_P ≤ m.

Penn's model computes the response of an isotropic, nearly-free-electron semiconductor. Here E_P is simply the frequency of a single oscillator of strength wp² fitted to eps0, with no band structure behind it. By its definition, 1/E_P² is the f-weighted mean of 1/w_j². A gap inferred this way is therefore an average over the transitions, and it can lie well above the absorption threshold when the lowest transitions are weak. For a real crystal, eps0 here means the electronic constant, with the nuclei held fixed (often written eps_∞). The measured static constant of a polar crystal also contains the response of the lattice and should not be used in its place.

### What the Lean statements say

The finite type `ι` labels the oscillators, and `f` and `w` give their real strengths and frequencies. Strengths have units of frequency squared; frequencies and gaps share one unit. `plasmaSq f` is wp², `meanFreq f w` is m, `eps f w ω` is eps(ω), and `pennGap f w` is E_P.

The hypothesis `∀ j, 0 < f j` says that every transition absorbs, as in a ground state without gain. `∀ j, Eg ≤ w j` with `0 < Eg` says that no transition lies below the gap; `Eg` need not itself be a transition frequency. `[Nonempty ι]` requires at least one oscillator, and with exactly one the lower bound is always an equality.

`lower_bound` and `upper_bound` give the two inequalities below the gap with their equality cases. `static_bounds` is the claim you asked about, and `pennGap_bounds` places the Penn gap.

The squared plasma frequency is defined as the total strength; its relation to the electron density, the f-sum rule, is not derived. The model has a scalar response and leaves out lattice vibrations, damping, continuous spectra and local fields.

```lean
import Mathlib

open Finset

namespace PennPoleBounds

noncomputable section

variable {ι : Type*} [Fintype ι] {f w : ι → ℝ} {Eg ω : ℝ}

/-- The squared plasma frequency: the sum of all oscillator strengths. -/
def plasmaSq (f : ι → ℝ) : ℝ := ∑ j, f j

/-- The mean transition frequency, weighted by oscillator strength
(for nonzero total strength). -/
def meanFreq (f w : ι → ℝ) : ℝ := (∑ j, f j * w j) / plasmaSq f

/-- The dielectric function of undamped oscillators with strengths `f j` and
frequencies `w j`, at a frequency `ω` away from all the poles `± w j`. -/
def eps (f w : ι → ℝ) (ω : ℝ) : ℝ := 1 + ∑ j, f j / (w j ^ 2 - ω ^ 2)

/-- The remainder when the response `1 / (x ^ 2 - ω ^ 2)` of an oscillator is expanded
to first order in `x` about `m`, for `x ^ 2` and `m ^ 2` different from `ω ^ 2`. -/
def remainder (x m ω : ℝ) : ℝ :=
  (x - m) ^ 2 * (m * (2 * x + m) + ω ^ 2) / ((x ^ 2 - ω ^ 2) * (m ^ 2 - ω ^ 2) ^ 2)

/-- For `x ^ 2` and `m ^ 2` different from `ω ^ 2`, the response of an oscillator of frequency `x`
is its first-order expansion about the frequency `m` plus the remainder. -/
theorem response_expansion {x m ω : ℝ} (hx : x ^ 2 - ω ^ 2 ≠ 0) (hm : m ^ 2 - ω ^ 2 ≠ 0) :
    1 / (x ^ 2 - ω ^ 2) = 1 / (m ^ 2 - ω ^ 2)
      - 2 * m * (x - m) / (m ^ 2 - ω ^ 2) ^ 2 + remainder x m ω := by
  unfold remainder
  field_simp
  ring

/-- For two different positive oscillator frequencies, both above `|ω|`, the remainder is
strictly positive. -/
theorem remainder_pos {x m ω : ℝ} (hx : 0 < x) (hm : 0 < m) (hxω : ω ^ 2 < x ^ 2)
    (hmω : ω ^ 2 < m ^ 2) (hne : x ≠ m) : 0 < remainder x m ω := by
  have h : 0 < (x - m) ^ 2 := by
    have := sub_ne_zero.2 hne
    positivity
  exact div_pos (mul_pos h (by positivity))
    (mul_pos (sub_pos.2 hxω) (pow_pos (sub_pos.2 hmω) 2))

/-- For nonzero total strength, and for `ω ^ 2` different from every `w j ^ 2` and from the squared
mean frequency, `eps - 1` is the response of a single oscillator at the mean frequency plus the
weighted sum of the remainders. -/
theorem eps_excess (hS : plasmaSq f ≠ 0) (hw : ∀ j, w j ^ 2 - ω ^ 2 ≠ 0)
    (hm : meanFreq f w ^ 2 - ω ^ 2 ≠ 0) :
    eps f w ω - 1 = plasmaSq f / (meanFreq f w ^ 2 - ω ^ 2)
      + ∑ j, f j * remainder (w j) (meanFreq f w) ω := by
  -- the weighted deviations from the mean frequency cancel
  have hmean : plasmaSq f * meanFreq f w = ∑ j, f j * w j := by
    unfold meanFreq
    field_simp
  have hdev : ∑ j, f j * (w j - meanFreq f w) = 0 := by
    have h : ∑ j, f j * (w j - meanFreq f w)
        = ∑ j, f j * w j - plasmaSq f * meanFreq f w := by
      simp only [mul_sub, Finset.sum_sub_distrib, plasmaSq, Finset.sum_mul]
    rw [h, hmean, sub_self]
  have hterm : ∀ j, f j / (w j ^ 2 - ω ^ 2)
      = f j * (1 / (meanFreq f w ^ 2 - ω ^ 2))
        - f j * (w j - meanFreq f w) * (2 * meanFreq f w / (meanFreq f w ^ 2 - ω ^ 2) ^ 2)
        + f j * remainder (w j) (meanFreq f w) ω := by
    intro j
    calc f j / (w j ^ 2 - ω ^ 2) = f j * (1 / (w j ^ 2 - ω ^ 2)) := by ring
      _ = _ := by rw [response_expansion (hw j) hm]; ring
  unfold eps
  rw [Finset.sum_congr rfl (fun j _ => hterm j), Finset.sum_add_distrib,
    Finset.sum_sub_distrib, ← Finset.sum_mul, ← Finset.sum_mul, hdev]
  unfold plasmaSq
  ring

/-- If there is at least one oscillator, all strengths are positive and all frequencies are at least
`Eg`, the total strength is positive and the mean frequency is at least `Eg`. -/
theorem gap_le_meanFreq [Nonempty ι] (hf : ∀ j, 0 < f j) (hw : ∀ j, Eg ≤ w j) :
    0 < plasmaSq f ∧ Eg ≤ meanFreq f w := by
  have hS : 0 < plasmaSq f := Finset.sum_pos (fun j _ => hf j) Finset.univ_nonempty
  refine ⟨hS, ?_⟩
  unfold meanFreq
  rw [le_div_iff₀ hS]
  unfold plasmaSq
  rw [Finset.mul_sum]
  exact Finset.sum_le_sum fun j _ => by
    linarith [mul_le_mul_of_nonneg_left (hw j) (hf j).le]

/-- For at least one oscillator, positive strengths and frequencies `w j ≥ Eg > 0`, at any `ω` with
`|ω| < Eg`, `eps - 1` is at least the response of one oscillator of the same total strength at the
mean frequency, with equality exactly when all `w j` coincide. -/
theorem lower_bound [Nonempty ι] (hf : ∀ j, 0 < f j) (hE : 0 < Eg) (hw : ∀ j, Eg ≤ w j)
    (hω : ω ^ 2 < Eg ^ 2) :
    plasmaSq f / (meanFreq f w ^ 2 - ω ^ 2) ≤ eps f w ω - 1 ∧
    (eps f w ω - 1 = plasmaSq f / (meanFreq f w ^ 2 - ω ^ 2) ↔ ∀ i j, w i = w j) := by
  obtain ⟨hS, hm⟩ := gap_le_meanFreq hf hw
  have hD : ω ^ 2 < meanFreq f w ^ 2 := hω.trans_le (pow_le_pow_left₀ hE.le hm 2)
  have hDj : ∀ j, ω ^ 2 < w j ^ 2 := fun j =>
    hω.trans_le (pow_le_pow_left₀ hE.le (hw j) 2)
  have key := eps_excess hS.ne' (fun j => (sub_pos.2 (hDj j)).ne') (sub_pos.2 hD).ne'
  have hpos : ∀ j, w j ≠ meanFreq f w → 0 < f j * remainder (w j) (meanFreq f w) ω :=
    fun j h => mul_pos (hf j)
      (remainder_pos (hE.trans_le (hw j)) (hE.trans_le hm) (hDj j) hD h)
  have hn : ∀ j ∈ Finset.univ, 0 ≤ f j * remainder (w j) (meanFreq f w) ω := by
    intro j _
    rcases eq_or_ne (w j) (meanFreq f w) with h | h
    · rw [h]
      simp [remainder]
    · exact (hpos j h).le
  refine ⟨by linarith [Finset.sum_nonneg hn], ?_, ?_⟩
  · -- equality forces every remainder to vanish
    intro h i j
    have h0 : ∑ j, f j * remainder (w j) (meanFreq f w) ω = 0 := by linarith
    have hz := (Finset.sum_eq_zero_iff_of_nonneg hn).1 h0
    have hall : ∀ k, w k = meanFreq f w := by
      intro k
      by_contra hne
      exact (hpos k hne).ne' (hz k (Finset.mem_univ k))
    rw [hall i, hall j]
  · intro h
    have hk : ∀ k, meanFreq f w = w k := by
      intro k
      unfold meanFreq
      rw [div_eq_iff hS.ne']
      unfold plasmaSq
      rw [Finset.mul_sum]
      exact Finset.sum_congr rfl fun j _ => by rw [h j k]; ring
    have h0 : ∑ j, f j * remainder (w j) (meanFreq f w) ω = 0 :=
      Finset.sum_eq_zero fun j _ => by
        rw [hk j]
        simp [remainder]
    linarith

/-- For positive strengths and frequencies `w j ≥ Eg > 0`, at any `ω` with `|ω| < Eg`, `eps - 1` is
at most the response of one oscillator of the same total strength at `Eg`, with equality exactly
when every `w j` equals `Eg`. -/
theorem upper_bound (hf : ∀ j, 0 < f j) (hE : 0 < Eg) (hw : ∀ j, Eg ≤ w j)
    (hω : ω ^ 2 < Eg ^ 2) :
    eps f w ω - 1 ≤ plasmaSq f / (Eg ^ 2 - ω ^ 2) ∧
    (eps f w ω - 1 = plasmaSq f / (Eg ^ 2 - ω ^ 2) ↔ ∀ j, w j = Eg) := by
  have hG : 0 < Eg ^ 2 - ω ^ 2 := sub_pos.2 hω
  have hsq : ∀ j, Eg ^ 2 ≤ w j ^ 2 := fun j => pow_le_pow_left₀ hE.le (hw j) 2
  have hDj : ∀ j, 0 < w j ^ 2 - ω ^ 2 := fun j => by linarith [hsq j]
  have hle : ∀ j ∈ Finset.univ, f j / (w j ^ 2 - ω ^ 2) ≤ f j / (Eg ^ 2 - ω ^ 2) := by
    intro j _
    rw [div_le_div_iff₀ (hDj j) hG]
    exact mul_le_mul_of_nonneg_left (by linarith [hsq j]) (hf j).le
  have hsum : plasmaSq f / (Eg ^ 2 - ω ^ 2) = ∑ j, f j / (Eg ^ 2 - ω ^ 2) := by
    unfold plasmaSq
    rw [Finset.sum_div]
  have heps : eps f w ω - 1 = ∑ j, f j / (w j ^ 2 - ω ^ 2) := by
    unfold eps
    ring
  rw [hsum, heps]
  refine ⟨Finset.sum_le_sum hle, ?_, ?_⟩
  · -- equality of the sums forces equality term by term
    intro h j
    have hz := (Finset.sum_eq_sum_iff_of_le hle).1 h j (Finset.mem_univ j)
    rw [div_eq_div_iff (hDj j).ne' hG.ne'] at hz
    have hc := mul_left_cancel₀ (hf j).ne' hz
    exact le_antisymm (by nlinarith [hw j]) (hw j)
  · intro h
    exact Finset.sum_congr rfl fun j _ => by rw [h j]

/-- For at least one oscillator, positive strengths and frequencies `w j ≥ Eg > 0`, the static
`eps - 1` lies between the squared ratios of the plasma frequency to the mean frequency and to `Eg`;
the lower bound is attained exactly when all `w j` coincide. -/
theorem static_bounds [Nonempty ι] (hf : ∀ j, 0 < f j) (hE : 0 < Eg) (hw : ∀ j, Eg ≤ w j) :
    plasmaSq f / meanFreq f w ^ 2 ≤ eps f w 0 - 1 ∧
    eps f w 0 - 1 ≤ plasmaSq f / Eg ^ 2 ∧
    (eps f w 0 - 1 = plasmaSq f / meanFreq f w ^ 2 ↔ ∀ i j, w i = w j) := by
  have h0 : (0 : ℝ) ^ 2 < Eg ^ 2 := by linarith [pow_pos hE 2]
  have hz : ∀ x : ℝ, x ^ 2 - 0 ^ 2 = x ^ 2 := fun x => by ring
  have hl := lower_bound hf hE hw h0
  have hu := (upper_bound hf hE hw h0).1
  rw [hz] at hl hu
  exact ⟨hl.1, hu, hl.2⟩

/-- The Penn gap: the frequency of the single oscillator of the same total strength that
is fitted to the static dielectric constant (for static `eps` above 1 and positive strength). -/
def pennGap (f w : ι → ℝ) : ℝ := Real.sqrt (plasmaSq f / (eps f w 0 - 1))

/-- For at least one oscillator, positive strengths and frequencies `w j ≥ Eg > 0`, the Penn gap
reproduces the static dielectric constant and lies between `Eg` and the mean frequency. -/
theorem pennGap_bounds [Nonempty ι] (hf : ∀ j, 0 < f j) (hE : 0 < Eg) (hw : ∀ j, Eg ≤ w j) :
    eps f w 0 = 1 + plasmaSq f / pennGap f w ^ 2 ∧
    Eg ≤ pennGap f w ∧ pennGap f w ≤ meanFreq f w := by
  obtain ⟨hS, hm⟩ := gap_le_meanFreq hf hw
  obtain ⟨hl, hu, -⟩ := static_bounds hf hE hw
  have hm0 : 0 < meanFreq f w := hE.trans_le hm
  have hX : 0 < eps f w 0 - 1 := (div_pos hS (pow_pos hm0 2)).trans_le hl
  rw [div_le_iff₀ (pow_pos hm0 2)] at hl
  rw [le_div_iff₀ (pow_pos hE 2)] at hu
  unfold pennGap
  refine ⟨?_, ?_, ?_⟩
  · rw [Real.sq_sqrt (div_pos hS hX).le]
    have h : plasmaSq f / (plasmaSq f / (eps f w 0 - 1)) = eps f w 0 - 1 := by
      rw [div_eq_iff (div_pos hS hX).ne', mul_comm, div_mul_cancel₀ _ hX.ne']
    linarith
  · rw [Real.le_sqrt' hE, le_div_iff₀ hX]
    linarith
  · rw [Real.sqrt_le_iff]
    refine ⟨hm0.le, ?_⟩
    rw [div_le_iff₀ hX]
    linarith

end

end PennPoleBounds
```

```lean
#print axioms PennPoleBounds.pennGap_bounds
```

```
'PennPoleBounds.pennGap_bounds' depends on axioms: [propext, Classical.choice, Quot.sound]
```

### From the expansion to the equality cases

`response_expansion` is the identity for 1/A: `field_simp` clears the denominators and `ring` compares the polynomials. `remainder_pos` obtains the sign of R factor by factor.

`eps_excess` carries out the summation. Inside it, `hdev` is the cancellation of the weighted deviations, and `hterm` is the expansion multiplied by f_j. `gap_le_meanFreq` proves m ≥ Eg after multiplying through by the total strength.

In `lower_bound`, `key` is the exact excess formula and `hn` says that its terms are nonnegative. For equality, `Finset.sum_eq_zero_iff_of_nonneg` turns a vanishing sum into vanishing terms, and `hpos` then rules out any `w k` different from the mean. The converse first shows that the mean equals the common frequency.

In `upper_bound`, `hle` is the comparison of single terms. `Finset.sum_eq_sum_iff_of_le` passes from equal sums to equal terms; cancelling f_j leaves equal squares, from which `nlinarith` obtains w_j ≤ Eg.

`static_bounds` sets ω to zero in both results. `pennGap_bounds` clears the denominators in the static bounds and uses `Real.le_sqrt'` and `Real.sqrt_le_iff` to compare the square root with Eg and m.
